# The smallest zero-padded Fourier grid for image-free potentials of arbitrary kernels

To compute the Hartree potential of an isolated molecule with a fast Fourier transform, one places the density in a box, pads it with zeros and chooses the transform length along each axis. If the transform is too short, periodic images of the charge contribute to the potential; if it is much longer than necessary, memory and time are wasted. Padding alone is not enough: the periodic kernel used in the transform must also be chosen suitably. For charge confined to a finite box of grid points, the problem is to find the smallest lengths at which every kernel that depends only on the separation of two points has a periodic version giving the isolated potential throughout the box.

## Box, periodic grid and the two potentials

```lean
import Mathlib

open Finset

namespace IsolatedPoissonPadding

noncomputable section
```

The box has \(N_a\) points along axis \(a\), and the transform has \(M_a\). The letter `d` denotes the set of axes, not their number.

```lean
/-- The grid points of a box with `N a` points along axis `a`. -/
abbrev Box {d : Type*} (N : d → ℕ) := ∀ a, Fin (N a)

/-- The periodic grid on which a Fourier transform of length `M a` along axis `a` acts. -/
abbrev Torus {d : Type*} (M : d → ℕ) := ∀ a, ZMod (M a)
```

A box point \(i\) has integer coordinates \(0\le i_a<N_a\), given by `site i`. Folding an integer vector \(r\) onto the periodic grid, `wrap M r`, is written \([r]\): each component is taken modulo \(M_a\).

```lean
/-- The integer coordinates of a grid point of the box. -/
def site {d : Type*} {N : d → ℕ} (i : Box N) : d → ℤ := fun a => ((i a : ℕ) : ℤ)

/-- The point of the periodic grid onto which an integer vector is folded. -/
def wrap {d : Type*} (M : d → ℕ) (r : d → ℤ) : Torus M := fun a => (r a : ZMod (M a))
```

The charge \(\rho_j\) sits at \([j]\), and all other grid points carry zero. If the grid is shorter than the box, charges folded onto the same point add up.

```lean
variable {d : Type*} [Fintype d] [DecidableEq d] {N M : d → ℕ}

/-- The charge of the box placed on the periodic grid, with zeros at all other points. -/
def padded (M : d → ℕ) (ρ : Box N → ℝ) (x : Torus M) : ℝ :=
  ∑ j : Box N, if x = wrap M (site j) then ρ j else 0
```

The isolated potential is the direct sum \(\phi_{\rm free}(i)=\sum_j K(i-j)\rho_j\). The real kernel \(K\) includes the volume element and a finite value at \(r=0\), so a Coulomb kernel must already be regularised there.

```lean
/-- The potential of an isolated charge: the direct sum of the kernel over the box. -/
def freePotential (K : (d → ℤ) → ℝ) (ρ : Box N → ℝ) (i : Box N) : ℝ :=
  ∑ j : Box N, K (site i - site j) * ρ j
```

The periodic kernel \(k\) is a function in real space, not a wave vector. Its cyclic convolution with the padded charge \(\tilde\rho\) is
\[
\phi_{\rm cyc}(i)=\sum_x k([i]-x)\,\tilde\rho(x),
\]
the sum that an FFT evaluates through the convolution theorem. From here on \(M_a\ge1\), which is what `NeZero` states.

```lean
variable [∀ a, NeZero (M a)]

/-- The cyclic convolution of a periodic kernel with the padded charge, read off in the box. -/
def cyclicPotential (k : Torus M → ℝ) (ρ : Box N → ℝ) (i : Box N) : ℝ :=
  ∑ x : Torus M, k (wrap M (site i) - x) * padded M ρ x
```

`ImageFree` requires \(\phi_{\rm cyc}=\phi_{\rm free}\) at every box point for every charge. The kernel \(k\) may depend on \(K\) and the grid, but not on \(\rho\). The error made in replacing the continuous Poisson integral by the grid sum is a separate matter.

```lean
/-- The periodic kernel `k` gives the isolated potential of `K` for every charge in the box,
at every point of the box. -/
def ImageFree (N : d → ℕ) (k : Torus M → ℝ) (K : (d → ℤ) → ℝ) : Prop :=
  ∀ (ρ : Box N → ℝ) (i : Box N), cyclicPotential k ρ i = freePotential K ρ i
```

## (a) The cyclic sum runs over the charges

Show that only the box charges contribute:
\[
\phi_{\rm cyc}(i)=\sum_j k([i-j])\,\rho_j .
\]

**Solution.** Insert \(\tilde\rho(x)=\sum_j\delta_{x,[j]}\rho_j\) and exchange the sums. For each \(j\), only \(x=[j]\) survives, which leaves \(k([i]-[j])\rho_j\). Folding respects subtraction, so \([i]-[j]=[i-j]\). In Lean, `Finset.sum_comm` exchanges the sums and `Finset.sum_eq_single` selects the surviving point.

```lean
/-- The cyclic convolution is a sum over the charges of the box, with the periodic kernel taken
at the folded separations. -/
theorem cyclicPotential_eq (k : Torus M → ℝ) (ρ : Box N → ℝ) (i : Box N) :
    cyclicPotential k ρ i = ∑ j : Box N, k (wrap M (site i - site j)) * ρ j := by
  simp only [cyclicPotential, padded, Finset.mul_sum]
  rw [Finset.sum_comm]
  refine Finset.sum_congr rfl fun j _ => ?_
  have h : wrap M (site i - site j) = wrap M (site i) - wrap M (site j) := by
    funext a
    simp [wrap]
  -- only the grid point that carries the charge `ρ j` contributes
  rw [h, Finset.sum_eq_single (wrap M (site j))]
  · rw [if_pos rfl]
  · intro x _ hx
    rw [if_neg hx, mul_zero]
  · intro hx
    exact absurd (Finset.mem_univ _) hx
```

## (b) Unit charges probe the kernel

Show that \(k\) is image-free for \(K\) exactly when
\[
k([i-j])=K(i-j)\quad\text{for all box points } i,j .
\]

**Solution.** Put a unit charge at \(j\). By (a), the potentials at \(i\) are \(k([i-j])\) and \(K(i-j)\), so they must agree. Conversely, if the kernels agree at all separations, the two sums agree term by term.

```lean
/-- A periodic kernel gives all isolated potentials exactly when it agrees with the true kernel
at every separation of two points of the box. -/
theorem imageFree_iff {k : Torus M → ℝ} {K : (d → ℤ) → ℝ} :
    ImageFree N k K ↔
      ∀ i j : Box N, k (wrap M (site i - site j)) = K (site i - site j) := by
  constructor
  · intro h i j
    -- test with a unit charge at `j`
    have h1 := h (fun x => if x = j then 1 else 0) i
    rw [cyclicPotential_eq, freePotential] at h1
    simpa using h1
  · intro h ρ i
    rw [cyclicPotential_eq, freePotential]
    exact Finset.sum_congr rfl fun j _ => by rw [h i j]
```

## (c) Separations that fold together

Show that an image-free \(k\) exists exactly when, for all box points \(i,j,i',j'\),
\[
[i-j]=[i'-j']\ \Longrightarrow\ K(i-j)=K(i'-j').
\]

**Solution.** If \(k\) exists, then \(K(i-j)=k([i-j])=k([i'-j'])=K(i'-j')\). Conversely, for each \(x\) reached by some separation, pick one such separation \(s\) and set \(k(x)=K(s)\); set \(k(x)=0\) elsewhere. The condition makes the value independent of the pick, which Lean makes with `choose`.

```lean
/-- Aliasing criterion: a kernel has an image-free periodic version exactly when it takes equal
values at any two separations in the box that the periodic grid identifies. -/
theorem exists_imageFree_iff {K : (d → ℤ) → ℝ} :
    (∃ k : Torus M → ℝ, ImageFree N k K) ↔
      ∀ i j i' j' : Box N, wrap M (site i - site j) = wrap M (site i' - site j') →
        K (site i - site j) = K (site i' - site j') := by
  classical
  constructor
  · rintro ⟨k, hk⟩ i j i' j' h
    have hk' := imageFree_iff.1 hk
    exact (hk' i j).symm.trans ((congrArg k h).trans (hk' i' j'))
  · intro h
    refine ⟨fun x => if hx : ∃ p : Box N × Box N, wrap M (site p.1 - site p.2) = x
      then K (site hx.choose.1 - site hx.choose.2) else 0, imageFree_iff.2 fun i j => ?_⟩
    have hx : ∃ p : Box N × Box N,
        wrap M (site p.1 - site p.2) = wrap M (site i - site j) := ⟨(i, j), rfl⟩
    exact (dif_pos hx).trans (h _ _ _ _ hx.choose_spec)
```

## (d) A sufficient length

Show that every kernel has an image-free \(k\) if
\[
M_a\ge 2N_a-1\quad\text{for every axis } a .
\]

**Solution.** Let \(s=i-j\) and \(s'=i'-j'\) fold together. Then \(s'_a-s_a=cM_a\) with integer \(c\). Both components lie between \(-(N_a-1)\) and \(N_a-1\), so
\[
|c|M_a\le 2N_a-2<M_a .
\]
Hence \(c=0\) and \(s=s'\), and (c) applies. Lean writes the bound as `2 * N a ≤ M a + 1`, which avoids subtraction of natural numbers, and confines \(c\) between \(-1\) and \(1\) with `nlinarith`.

```lean
/-- If the transform has at least `2 N a - 1` points along every axis `a`, every kernel has an
image-free periodic version. -/
theorem exists_imageFree (h : ∀ a, 2 * N a ≤ M a + 1) (K : (d → ℤ) → ℝ) :
    ∃ k : Torus M → ℝ, ImageFree N k K := by
  refine exists_imageFree_iff.2 fun i j i' j' hw => congrArg K (funext fun a => ?_)
  have ha : ((((i a : ℕ) : ℤ) - ((j a : ℕ) : ℤ) : ℤ) : ZMod (M a)) =
      ((((i' a : ℕ) : ℤ) - ((j' a : ℕ) : ℤ) : ℤ) : ZMod (M a)) := congrFun hw a
  change ((i a : ℕ) : ℤ) - ((j a : ℕ) : ℤ) = ((i' a : ℕ) : ℤ) - ((j' a : ℕ) : ℤ)
  rw [ZMod.intCast_eq_intCast_iff_dvd_sub] at ha
  obtain ⟨c, hc⟩ := ha
  have b1 := (i a).isLt
  have b2 := (j a).isLt
  have b3 := (i' a).isLt
  have b4 := (j' a).isLt
  have hM := h a
  -- the two separations differ by less than one period
  have h0 : (0 : ℤ) < (M a : ℤ) := by omega
  have h1 : (M a : ℤ) * c < M a := by rw [← hc]; omega
  have h2 : -(M a : ℤ) < (M a : ℤ) * c := by rw [← hc]; omega
  have h3 : c < 1 := by nlinarith
  have h4 : -1 < c := by nlinarith
  have h5 : c = 0 := by omega
  rw [h5, mul_zero] at hc
  omega
```

## (e) An aliased pair on a shorter grid

Let the box be nonempty and \(M_a\le 2N_a-2\) for one axis \(a\). For any box point \(t\), find separations \(s,s'\) with
\[
[s]=[s'],\qquad s_a-s'_a=M_a,\qquad s_b=s'_b=t_b\ (b\ne a).
\]

**Solution.** Take \(s_a=N_a-1\) and \(s'_a=N_a-1-M_a\). The latter is at least \(-(N_a-1)\), so both occur in the box. Along the other axes, subtract \(0\) from \(t_b\). The Lean proof writes \(s'_a\) as a difference of two truncated subtractions, one of which is always zero; this treats both signs of \(s'_a\) at once.

```lean
omit [Fintype d] [∀ a, NeZero (M a)] in
/-- If the transform has fewer than `2 N a - 1` points along axis `a` of a nonempty box, it
identifies two separations of box points that differ by one period along `a` and agree with any
given box point `t` along the other axes. -/
theorem aliased_pair (hN : ∀ b, 0 < N b) {a : d} (ha : M a + 1 < 2 * N a) (t : Box N) :
    ∃ i j i' j' : Box N, wrap M (site i - site j) = wrap M (site i' - site j') ∧
      (site i - site j) a - (site i' - site j') a = (M a : ℤ) ∧
      ∀ b, b ≠ a → (site i - site j) b = site t b ∧ (site i' - site j') b = site t b := by
  have hNa := hN a
  obtain ⟨i, j, i', j', h1, h2⟩ : ∃ i j i' j' : Box N,
      (site i - site j) a - (site i' - site j') a = (M a : ℤ) ∧
      ∀ b, b ≠ a → (site i - site j) b = site t b ∧ (site i' - site j') b = site t b := by
    -- along `a` the separations are `N a - 1` and `N a - 1 - M a`
    refine ⟨Function.update t a ⟨N a - 1, by omega⟩, fun b => ⟨0, hN b⟩,
      Function.update t a ⟨N a - 1 - M a, by omega⟩,
      Function.update (fun b => ⟨0, hN b⟩) a ⟨M a - (N a - 1), by omega⟩, ?_, ?_⟩
    · simp only [site, Pi.sub_apply, Function.update_self]
      omega
    · intro b hb
      constructor <;> simp [site, Function.update_of_ne hb]
  refine ⟨i, j, i', j', funext fun b => ?_, h1, h2⟩
  by_cases hb : b = a
  · rw [hb]
    change (((site i - site j) a : ℤ) : ZMod (M a)) = (((site i' - site j') a : ℤ) : ZMod (M a))
    have e : (site i - site j) a = (site i' - site j') a + (M a : ℤ) := by linarith
    rw [e, Int.cast_add, Int.cast_natCast, ZMod.natCast_self, add_zero]
  · change (((site i - site j) b : ℤ) : ZMod (M b)) = (((site i' - site j') b : ℤ) : ZMod (M b))
    rw [(h2 b hb).1, (h2 b hb).2]
```

## (f) Odd kernels

Kernels for force components are odd. Show that, for a nonempty box,
\[
\text{every odd } K \text{ has an image-free } k\iff M_a\ge2N_a-1\ \text{for all } a .
\]

**Solution.** Part (d) gives one direction. If the bound fails along \(a\), take \(K(r)=r_a\) and the pair from (e) with \(t=0\). Then \(K(s)-K(s')=M_a\neq0\), although \([s]=[s']\), which contradicts (c).

```lean
/-- For a nonempty box, all odd kernels have image-free periodic versions exactly when the
transform has at least `2 N a - 1` points along every axis `a`. -/
theorem odd_kernels_iff (hN : ∀ b, 0 < N b) :
    (∀ K : (d → ℤ) → ℝ, (∀ r, K (-r) = -K r) → ∃ k : Torus M → ℝ, ImageFree N k K) ↔
      ∀ a, 2 * N a ≤ M a + 1 := by
  refine ⟨fun h a => ?_, fun h K _ => exists_imageFree h K⟩
  by_contra hc
  obtain ⟨i, j, i', j', hw, h1, -⟩ :=
    aliased_pair (M := M) hN (a := a) (by omega) (fun b => ⟨0, hN b⟩)
  -- the odd kernel `r a` separates the two identified separations
  have h2 := exists_imageFree_iff.1
    (h (fun r => ((r a : ℤ) : ℝ)) (fun r => by simp)) i j i' j' hw
  have h3 : (site i - site j) a = (site i' - site j') a := Int.cast_injective (α := ℝ) h2
  have hM : M a ≠ 0 := NeZero.ne (M a)
  rw [h3, sub_self] at h1
  omega
```

## (g) All kernels

Show that, for a nonempty box,
\[
\text{every } K \text{ has an image-free } k\iff M_a\ge2N_a-1\ \text{for all } a .
\]

**Solution.** If every kernel works, every odd one does, and (f) gives the bound. The converse is (d).

```lean
/-- Smallest transform for isolated potentials: for a nonempty box, every kernel has an
image-free periodic version exactly when there are at least `2 N a - 1` points along every
axis `a`. -/
theorem all_kernels_iff (hN : ∀ b, 0 < N b) :
    (∀ K : (d → ℤ) → ℝ, ∃ k : Torus M → ℝ, ImageFree N k K) ↔ ∀ a, 2 * N a ≤ M a + 1 :=
  ⟨fun h => (odd_kernels_iff hN).1 fun K _ => h K, exists_imageFree⟩
```

## (h) Kernels even under inversion

On a skewed grid the Coulomb kernel in general keeps only the symmetry \(K(-r)=K(r)\). Show that, with at least two axes and every \(N_a\ge2\),
\[
\text{every inversion-even } K \text{ has an image-free } k\iff M_a\ge2N_a-1\ \text{for all } a .
\]

**Solution.** Again (d) gives one direction. If the bound fails along \(a\), choose another axis \(b\) and \(K(r)=r_ar_b\), which is even under inversion. In (e) take every \(t_c=1\), so that \(s_b=s'_b=1\). Then \(K(s)-K(s')=M_a\ne0\), which contradicts (c).

```lean
/-- With two or more axes and at least two points along each, all kernels with
`K (-r) = K r` have image-free periodic versions exactly when the transform has at least
`2 N a - 1` points along every axis `a`. -/
theorem inversion_even_kernels_iff [Nontrivial d] (hN : ∀ b, 1 < N b) :
    (∀ K : (d → ℤ) → ℝ, (∀ r, K (-r) = K r) → ∃ k : Torus M → ℝ, ImageFree N k K) ↔
      ∀ a, 2 * N a ≤ M a + 1 := by
  refine ⟨fun h a => ?_, fun h K _ => exists_imageFree h K⟩
  by_contra hc
  obtain ⟨b, hb⟩ := exists_ne a
  obtain ⟨t, ht⟩ : ∃ t : Box N, ∀ c, site t c = 1 :=
    ⟨fun c => ⟨1, hN c⟩, fun c => by simp [site]⟩
  obtain ⟨i, j, i', j', hw, h1, h2⟩ :=
    aliased_pair (M := M) (fun c => lt_trans Nat.zero_lt_one (hN c)) (a := a) (by omega) t
  -- the kernel `r a * r b` is even under inversion but not under reflection of one axis
  have h3 := exists_imageFree_iff.1
    (h (fun r => ((r a * r b : ℤ) : ℝ)) (fun r => by simp)) i j i' j' hw
  have h4 : (site i - site j) a * (site i - site j) b =
      (site i' - site j') a * (site i' - site j') b := Int.cast_injective (α := ℝ) h3
  rw [(h2 b hb).1, (h2 b hb).2, ht b, mul_one, mul_one] at h4
  have hM : M a ≠ 0 := NeZero.ne (M a)
  rw [h4, sub_self] at h1
  omega

end

end IsolatedPoissonPadding
```

```lean
#print axioms IsolatedPoissonPadding.exists_imageFree_iff
-- 'IsolatedPoissonPadding.exists_imageFree_iff' depends on axioms: [propext, Classical.choice, Quot.sound]
#print axioms IsolatedPoissonPadding.all_kernels_iff
-- 'IsolatedPoissonPadding.all_kernels_iff' depends on axioms: [propext, Classical.choice, Quot.sound]
#print axioms IsolatedPoissonPadding.inversion_even_kernels_iff
-- 'IsolatedPoissonPadding.inversion_even_kernels_iff' depends on axioms: [propext, Classical.choice, Quot.sound]
```

## A thin box, and kernels with more symmetry

In (h), it is not enough that the box is nonempty. Take \(N=(2,1)\) and \(M=(2,1)\). The separations are \((-1,0)\), \((0,0)\) and \((1,0)\), and only the first and last fold together. An inversion-even kernel has equal values there, so two points suffice along the first axis, where \(2N_1-1=3\). A single axis with \(N=2\) behaves in the same way.

The argument also treats kernels that are even under reflection of each axis separately, such as the Coulomb kernel on an orthogonal grid. This case is argued here without a Lean proof. If \(M_a\ge2N_a-2\) for every \(a\), with \(M_a\ge1\), two separations that fold together can differ along an axis only by the sign of \(\pm(N_a-1)\), and such a kernel does not see that sign. By (c) it therefore has an image-free \(k\), so the bound \(2N_a-1\) is not necessary for these kernels when \(N_a\ge2\).
